# Corresponding orbitals with given distinct, positive overlaps are unique up to one common phase per pair

**Q:** After an unrestricted calculation I take the occupied α and β orbitals, compute their overlap matrix, and rotate each set so that the matrix becomes diagonal. Then I plot the pairs with small overlap and call them the magnetic orbitals. If a second program returns different rotations, am I still looking at the same orbitals?

**A:** For two finite sets with equally many orbitals, yes, provided that both programs start from the same two sets and list the same overlaps in the same order, and that these are positive and all different. The two results then differ by one phase per pair, shared by its α and β partners, so a plot of $|\varphi|^2$ is the same.

**Q:** What exactly is being compared?

**A:** Let $S$ be the square overlap matrix, with rows for the first set and columns for the second. Unitary matrices $U$ and $V$ rotate the two sets. They form a pairing when $U^\dagger S V = D$, where $D$ is diagonal with real entries $d_i$, the overlaps of the pairs. In the file, `n` labels the orbitals of either set and `b` labels basis functions; both are finite.

In Lean 4 with Mathlib:

```lean
import Mathlib

open Matrix

namespace CorrespondingOrbitals

noncomputable section

variable {n b : Type*} [Fintype n] [DecidableEq n] [Fintype b]
```

The matrix $D$ is called `pairOverlap d`. The real numbers `d i` are placed on the diagonal of a complex matrix.

```lean
/-- The diagonal matrix of the real overlaps `d i` between paired orbitals. -/
def pairOverlap (d : n → ℝ) : Matrix n n ℂ := diagonal (fun i => (d i : ℂ))
```

`IsPairing S U V d` says that both rotations are unitary and that they bring $S$ to this form. The symbol `ᴴ` is the conjugate transpose.

```lean
/-- The unitary rotations `U` and `V` of two orbital sets with overlap matrix `S` bring `S` to
diagonal form with the overlaps `d`. -/
def IsPairing (S U V : Matrix n n ℂ) (d : n → ℝ) : Prop :=
  U ∈ unitaryGroup n ℂ ∧ V ∈ unitaryGroup n ℂ ∧ Uᴴ * S * V = pairOverlap d
```

**Q:** Nothing there says that $S$ comes from orbitals.

**A:** No, $S$ may be any complex square matrix, so overlap matrices are included. The restriction to square matrices does matter: a high-spin state with more α than β electrons is not covered if you pair the full occupied sets. The overlaps are also given, in a fixed order. The file compares two pairings with the same `d`; it does not derive that two diagonalisations must produce the same values.

**Q:** Then start with the core of the argument. Suppose that $S$ is already diagonal. Which rotations leave it alone?

**A:** Those with $U^\dagger D V = D$. Multiply from the left by $U$ and use $UU^\dagger = 1$. This gives $DV = UD$, or entry by entry
$$d_i V_{ij} = U_{ij} d_j .$$
The lemma `overlap_exchange` does just this: its `calc` block inserts $UU^\dagger$, regroups the product and applies the hypothesis, and the last two lines read off entry $(i,j)$.

```lean
/-- If `U` is unitary and `Uᴴ D V = D` for the diagonal overlap matrix `D`, then
`d i * V i j = U i j * d j`. -/
theorem overlap_exchange {d : n → ℝ} {U V : Matrix n n ℂ} (hU : U ∈ unitaryGroup n ℂ)
    (h : Uᴴ * pairOverlap d * V = pairOverlap d) (i j : n) :
    (d i : ℂ) * V i j = U i j * (d j : ℂ) := by
  have hUU : U * Uᴴ = 1 := mem_unitaryGroup_iff.mp hU
  have h1 : pairOverlap d * V = U * pairOverlap d := by
    calc pairOverlap d * V = (U * Uᴴ) * pairOverlap d * V := by rw [hUU, Matrix.one_mul]
      _ = U * (Uᴴ * pairOverlap d * V) := by simp only [Matrix.mul_assoc]
      _ = U * pairOverlap d := by rw [h]
  have h2 := Matrix.ext_iff.mpr h1 i j
  simpa only [pairOverlap, diagonal_mul, mul_diagonal] using h2
```

**Q:** One equation relating two unknown matrices can't be enough.

**A:** The adjoint supplies the second. Since $D$ is real and diagonal, $D^\dagger = D$, so $V^\dagger D U = D$. The same lemma with the roles exchanged gives
$$d_i U_{ij} = V_{ij} d_j .$$
Multiply this by $d_i$ and insert the first relation:
$$d_i^2 U_{ij} = d_i V_{ij} d_j = U_{ij} d_j^2 ,$$
and therefore
$$(d_i - d_j)(d_i + d_j)\,U_{ij} = 0 .$$
With positive overlaps the sum $d_i + d_j$ is not zero. If $d_i \neq d_j$, the difference is not zero either, and $U_{ij} = 0$.

**Q:** And why must $U$ equal $V$?

**A:** In every case $U_{ij} d_j = d_i U_{ij}$: either the overlaps agree, or $U_{ij}$ vanishes. The first relation becomes $d_i V_{ij} = d_i U_{ij}$, and division by $d_i > 0$ gives $V_{ij} = U_{ij}$.

Conversely, let $U = V$ with $U_{ij} = 0$ whenever $d_i \neq d_j$. Then $DU = UD$, so $U^\dagger D U = U^\dagger U D = D$. The theorem is thus an equivalence.

```lean
/-- For positive overlaps, two unitary rotations leave the diagonal overlap matrix unchanged
exactly when they are equal and mix only pairs with the same overlap. -/
theorem rotations_preserve_overlap_iff {d : n → ℝ} (hd : ∀ i, 0 < d i) {U V : Matrix n n ℂ}
    (hU : U ∈ unitaryGroup n ℂ) (hV : V ∈ unitaryGroup n ℂ) :
    Uᴴ * pairOverlap d * V = pairOverlap d ↔
      U = V ∧ ∀ i j, d i ≠ d j → U i j = 0 := by
  constructor
  · intro h
    have hD : (pairOverlap d)ᴴ = pairOverlap d := by
      unfold pairOverlap
      rw [diagonal_conjTranspose]
      congr 1
      funext i
      exact Complex.conj_ofReal _
    -- the adjoint equation exchanges the roles of the two rotations
    have hadj : Vᴴ * pairOverlap d * U = pairOverlap d := by
      have h' := congrArg conjTranspose h
      simpa only [conjTranspose_mul, conjTranspose_conjTranspose, hD, Matrix.mul_assoc] using h'
    have hne : ∀ i, (d i : ℂ) ≠ 0 := fun i => by exact_mod_cast (hd i).ne'
    -- together the two relations give (d i ^ 2 - d j ^ 2) * U i j = 0
    have hz : ∀ i j, d i ≠ d j → U i j = 0 := by
      intro i j hij
      have a := overlap_exchange hU h i j
      have c := overlap_exchange hV hadj i j
      have h1 : (d i : ℂ) - d j ≠ 0 := sub_ne_zero.mpr (by exact_mod_cast hij)
      have h2 : (d i : ℂ) + d j ≠ 0 := by exact_mod_cast (add_pos (hd i) (hd j)).ne'
      have h3 : (((d i : ℂ) - d j) * ((d i : ℂ) + d j)) * U i j = 0 := by
        linear_combination (d i : ℂ) * c + (d j : ℂ) * a
      exact (mul_eq_zero.mp h3).resolve_left (mul_ne_zero h1 h2)
    refine ⟨?_, hz⟩
    ext i j
    have a := overlap_exchange hU h i j
    have h0 : ((d i : ℂ) - d j) * U i j = 0 := by
      by_cases hij : d i = d j
      · rw [hij, sub_self, zero_mul]
      · rw [hz i j hij, mul_zero]
    exact mul_left_cancel₀ (hne i) (by linear_combination h0 - a)
  · rintro ⟨hUV, hz⟩
    have hUU : Uᴴ * U = 1 := mem_unitaryGroup_iff'.mp hU
    have hcomm : pairOverlap d * U = U * pairOverlap d := by
      ext i j
      simp only [pairOverlap, diagonal_mul, mul_diagonal]
      by_cases hij : d i = d j
      · rw [hij, mul_comm]
      · rw [hz i j hij, mul_zero, zero_mul]
    rw [← hUV, Matrix.mul_assoc, hcomm, ← Matrix.mul_assoc, hUU, Matrix.one_mul]
```

In the code, `hadj` is the adjoint equation and `hz` is the vanishing of entries between different overlaps. The first `linear_combination` adds $d_i$ times the second relation to $d_j$ times the first, which yields the factorised equation. The second one prepares the division by $d_i$. In the converse direction, `hcomm` is $DU = UD$.

**Q:** My $S$ isn't diagonal, and neither program hands me a rotation of $D$. They hand me $(U,V)$ and $(U',V')$.

**A:** Form the relative rotations $W = U^\dagger U'$ and $X = V^\dagger V'$. Both are unitary. From $D = U^\dagger S V$,
$$W^\dagger D X = U'^\dagger U U^\dagger S V V^\dagger V' = U'^\dagger S V' = D .$$
The previous result applies to $W$ and $X$. Hence $W = X$, with $W_{ij} = 0$ whenever $d_i \neq d_j$, and
$$U' = UW, \qquad V' = VW .$$
In the other direction, any such unitary $W$ gives a pairing, because $(UW)^\dagger S (VW) = W^\dagger D W = D$.

```lean
/-- Given one pairing with positive overlaps, the other pairings with the same overlaps are
obtained by one common unitary that mixes only pairs of equal overlap. -/
theorem pairing_unique_up_to_mixing {S U V U' V' : Matrix n n ℂ} {d : n → ℝ}
    (hd : ∀ i, 0 < d i) (hp : IsPairing S U V d) :
    IsPairing S U' V' d ↔ ∃ W ∈ unitaryGroup n ℂ,
      (∀ i j, d i ≠ d j → W i j = 0) ∧ U' = U * W ∧ V' = V * W := by
  obtain ⟨hU, hV, hS⟩ := hp
  have hUU : U * Uᴴ = 1 := mem_unitaryGroup_iff.mp hU
  have hVV : V * Vᴴ = 1 := mem_unitaryGroup_iff.mp hV
  have hadj : ∀ A : Matrix n n ℂ, A ∈ unitaryGroup n ℂ → Aᴴ ∈ unitaryGroup n ℂ := by
    intro A hA
    refine mem_unitaryGroup_iff.mpr ?_
    rw [star_eq_conjTranspose, conjTranspose_conjTranspose]
    exact mem_unitaryGroup_iff'.mp hA
  constructor
  · rintro ⟨hU', hV', hS'⟩
    have hW := mul_mem (hadj U hU) hU'
    have hX := mul_mem (hadj V hV) hV'
    -- the relative rotations preserve the diagonal overlap matrix
    have key : (Uᴴ * U')ᴴ * pairOverlap d * (Vᴴ * V') = pairOverlap d := by
      calc (Uᴴ * U')ᴴ * pairOverlap d * (Vᴴ * V')
          = U'ᴴ * (U * Uᴴ) * S * (V * Vᴴ) * V' := by
            rw [← hS]
            simp only [conjTranspose_mul, conjTranspose_conjTranspose, Matrix.mul_assoc]
        _ = pairOverlap d := by
            rw [hUU, hVV, Matrix.mul_one, Matrix.mul_one]
            exact hS'
    obtain ⟨hWX, hz⟩ := (rotations_preserve_overlap_iff hd hW hX).mp key
    refine ⟨Uᴴ * U', hW, hz, ?_, ?_⟩
    · rw [← Matrix.mul_assoc, hUU, Matrix.one_mul]
    · rw [hWX, ← Matrix.mul_assoc, hVV, Matrix.one_mul]
  · rintro ⟨W, hW, hz, rfl, rfl⟩
    refine ⟨mul_mem hU hW, mul_mem hV hW, ?_⟩
    calc (U * W)ᴴ * S * (V * W) = Wᴴ * (Uᴴ * S * V) * W := by
          simp only [conjTranspose_mul, Matrix.mul_assoc]
      _ = pairOverlap d := by
          rw [hS]
          exact (rotations_preserve_overlap_iff hd hW hW).mpr ⟨rfl, hz⟩
```

Here `key` is the displayed chain for the relative rotations. The local `hadj` in this proof has a different job from before: it says that the adjoint of a unitary matrix is unitary.

**Q:** So if several pairs have the same overlap, I can't attach meaning to the individual orbitals among them?

**A:** The pairing condition alone does not single them out. It allows any common unitary mixing within a group of equal overlaps. The extreme case is a restricted determinant with identical orthonormal α and β orbitals: every overlap is 1, and every common unitary rotation gives another valid pairing.

**Q:** And with distinct overlaps, the mixing disappears?

**A:** Yes. Then $W_{ij} = 0$ for all $i \neq j$, so $W$ is diagonal with entries $z_i$. Unitarity requires $z_i \overline{z_i} = |z_i|^2 = 1$, and since $|z_i| \geq 0$, this means $|z_i| = 1$. Conversely, a diagonal matrix of phases is unitary.

```lean
/-- A diagonal matrix is unitary exactly when each diagonal entry is a phase. -/
theorem diagonal_unitary_iff (z : n → ℂ) :
    diagonal z ∈ unitaryGroup n ℂ ↔ ∀ i, ‖z i‖ = 1 := by
  rw [mem_unitaryGroup_iff, star_eq_conjTranspose, diagonal_conjTranspose,
    diagonal_mul_diagonal, ← diagonal_one, diagonal_eq_diagonal_iff]
  refine forall_congr' fun i => ?_
  have e : z i * (star z) i = ((‖z i‖ ^ 2 : ℝ) : ℂ) := by
    rw [← Complex.normSq_eq_norm_sq]
    exact Complex.mul_conj (z i)
  constructor
  · intro h
    have h2 : ((‖z i‖ ^ 2 : ℝ) : ℂ) = 1 := e.symm.trans h
    have h3 : ‖z i‖ ^ 2 = 1 := by exact_mod_cast h2
    nlinarith [norm_nonneg (z i)]
  · intro h
    exact e.trans (by rw [h]; norm_num)
```

The identity `e` is $z_i \overline{z_i} = |z_i|^2$, written in the complex numbers; the two directions of the proof read it both ways.

In the next theorem, `Function.Injective d` is the condition that different pairs have different overlaps. Its proof starts from the mixing theorem, shows in `hdiag` that $W$ is diagonal, and takes the phases from its diagonal.

```lean
/-- Given one pairing with positive and distinct overlaps, the other pairings with the same
overlaps are obtained by one common phase for the two partners of each pair. -/
theorem pairing_unique_up_to_phase {S U V U' V' : Matrix n n ℂ} {d : n → ℝ}
    (hd : ∀ i, 0 < d i) (hinj : Function.Injective d) (hp : IsPairing S U V d) :
    IsPairing S U' V' d ↔ ∃ z : n → ℂ,
      (∀ i, ‖z i‖ = 1) ∧ U' = U * diagonal z ∧ V' = V * diagonal z := by
  rw [pairing_unique_up_to_mixing hd hp]
  constructor
  · rintro ⟨W, hW, hz, h1, h2⟩
    -- no two pairs share an overlap, so the mixing matrix is diagonal
    have hdiag : W = diagonal (fun i => W i i) := by
      ext i j
      by_cases hij : i = j
      · subst hij
        rw [diagonal_apply_eq]
      · rw [diagonal_apply_ne _ hij, hz i j (hinj.ne hij)]
    refine ⟨fun i => W i i, (diagonal_unitary_iff _).mp (hdiag ▸ hW), ?_, ?_⟩
    · rw [← hdiag]
      exact h1
    · rw [← hdiag]
      exact h2
  · rintro ⟨z, hz, h1, h2⟩
    exact ⟨diagonal z, (diagonal_unitary_iff z).mpr hz,
      fun i j hij => diagonal_apply_ne _ (fun h => hij (congrArg d h)), h1, h2⟩
```

**Q:** These are still statements about rotation matrices. I plot orbitals.

**A:** Let $C_A$ and $C_B$ hold the coefficients of the two sets, one orbital per column, and let $M$ be the overlap matrix of the basis functions. Then $S = C_A^\dagger M C_B$, and the corresponding orbitals are the columns of $C_A U$ and $C_B V$. From $U' = U\,\mathrm{diag}(z)$ and $V' = V\,\mathrm{diag}(z)$,
$$(C_A U')_{\mu i} = z_i (C_A U)_{\mu i}, \qquad (C_B V')_{\mu i} = z_i (C_B V)_{\mu i} .$$
The same $z_i$ appears in both equations, for every basis function $\mu$.

```lean
/-- For orbital coefficients `CA`, `CB` in a basis with metric `M`, two sets of corresponding
orbitals with the same positive, distinct overlaps differ by a common phase per pair. -/
theorem corresponding_orbitals_unique {CA CB : Matrix b n ℂ} {M : Matrix b b ℂ}
    {U V U' V' : Matrix n n ℂ} {d : n → ℝ} (hd : ∀ i, 0 < d i) (hinj : Function.Injective d)
    (hp : IsPairing (CAᴴ * M * CB) U V d) (hp' : IsPairing (CAᴴ * M * CB) U' V' d) :
    ∃ z : n → ℂ, (∀ i, ‖z i‖ = 1) ∧ ∀ μ i,
      (CA * U') μ i = z i * (CA * U) μ i ∧ (CB * V') μ i = z i * (CB * V) μ i := by
  obtain ⟨z, hz, h1, h2⟩ := (pairing_unique_up_to_phase hd hinj hp).mp hp'
  refine ⟨z, hz, fun μ i => ⟨?_, ?_⟩⟩
  · rw [h1, ← Matrix.mul_assoc, mul_diagonal, mul_comm]
  · rw [h2, ← Matrix.mul_assoc, mul_diagonal, mul_comm]
```

The proof takes the phases from the preceding theorem and reads off the columns.

**Q:** I see no assumption that the orbitals are orthonormal, or that $M$ is a proper metric.

**A:** The uniqueness argument needs neither. In your calculation $M$ is Hermitian and positive definite, and $C_A^\dagger M C_A = C_B^\dagger M C_B = 1$. Those conditions make $S$ a matrix of overlaps between normalised orbitals; the theorem applies to that case and also to more general matrices.

**Q:** Positivity looks like a convenience. Overlaps can vanish by symmetry. What goes wrong then?

**A:** If one overlap vanishes, the relative phase of its two partners is lost. If several vanish, the orbitals of that group can even be mixed independently in the two sets. For a positive overlap, changing the sign of one partner alone would make the overlap negative, so that it would no longer have its given value. A zero overlap does not notice the change. Take $S = D$ with $d_k = 0$, let $U = 1$, and let $V$ be the identity with its $k$-th diagonal entry replaced by $-1$. Then $U^\dagger D V = D$, although $U \neq V$.

```lean
/-- If the overlap of pair `k` vanishes, reversing the sign of only one partner of that pair
leaves the diagonal overlap matrix unchanged, although the two rotations differ. -/
theorem zero_overlap_sign_free {d : n → ℝ} {k : n} (hk : d k = 0) :
    IsPairing (pairOverlap d) 1 (diagonal (fun i => if i = k then (-1 : ℂ) else 1)) d ∧
      (1 : Matrix n n ℂ) ≠ diagonal (fun i => if i = k then (-1 : ℂ) else 1) := by
  refine ⟨⟨one_mem _, (diagonal_unitary_iff _).mpr ?_, ?_⟩, ?_⟩
  · intro i
    by_cases h : i = k <;> simp [h]
  · rw [conjTranspose_one, Matrix.one_mul]
    unfold pairOverlap
    rw [diagonal_mul_diagonal]
    congr 1
    funext i
    by_cases h : i = k <;> simp [h, hk]
  · intro h
    have h1 := Matrix.ext_iff.mpr h k k
    rw [one_apply_eq, diagonal_apply_eq, if_pos rfl] at h1
    norm_num at h1
```

The product is checked on the diagonal: at position $k$ it is $0 \cdot (-1) = 0$, and elsewhere nothing changes. The matrices differ because their $(k,k)$ entries are $1$ and $-1$. For an orthogonal pair, then, a comparison between programs should not rely on the relative sign of the partners.

**Q:** Last doubt: is there a concrete overlap matrix that meets all the conditions, and not just a diagonal one?

**A:** Take
$$S = \begin{pmatrix} 0 & 1/2 \\ 1/4 & 0 \end{pmatrix}.$$
The first orbital of set A overlaps only with the second of set B, and the second of A only with the first of B. Leave set A alone, $U = 1$, and exchange the two orbitals of set B:
$$V = \begin{pmatrix} 0 & 1 \\ 1 & 0 \end{pmatrix}, \qquad SV = \begin{pmatrix} 1/2 & 0 \\ 0 & 1/4 \end{pmatrix}.$$
The overlaps $1/2$ and $1/4$ are positive and distinct, so every other pairing with these overlaps in this order differs from this one only by a phase for each pair.

```lean
/-- Two orbital sets with off-diagonal overlaps 1/2 and 1/4 are paired by exchanging the two
orbitals of the second set, and the resulting overlaps are positive and distinct. -/
theorem pairing_witness :
    IsPairing !![0, 1/2; 1/4, 0] 1 !![0, 1; 1, 0] ![1/2, 1/4] ∧
      (∀ i, 0 < (![1/2, 1/4] : Fin 2 → ℝ) i) ∧
      Function.Injective (![1/2, 1/4] : Fin 2 → ℝ) := by
  refine ⟨⟨one_mem _, mem_unitaryGroup_iff.mpr ?_, ?_⟩, ?_, ?_⟩
  · ext i j
    fin_cases i <;> fin_cases j <;>
      simp [Matrix.mul_apply, Fin.sum_univ_succ, Matrix.star_apply]
  · ext i j
    fin_cases i <;> fin_cases j <;>
      simp [pairOverlap, Matrix.mul_apply, Fin.sum_univ_succ]
  · intro i
    fin_cases i <;> norm_num
  · intro i j h
    fin_cases i <;> fin_cases j <;> first | rfl | (exfalso; norm_num at h)

end

end CorrespondingOrbitals
```

The proof goes through the matrix entries one by one, then checks the two signs and the inequality of the two overlaps.

```lean
#print axioms CorrespondingOrbitals.corresponding_orbitals_unique
-- 'CorrespondingOrbitals.corresponding_orbitals_unique' depends on axioms: [propext, Classical.choice, Quot.sound]
#print axioms CorrespondingOrbitals.zero_overlap_sign_free
-- 'CorrespondingOrbitals.zero_overlap_sign_free' depends on axioms: [propext, Classical.choice, Quot.sound]
```

**Q:** So before I compare the plots, I should look at the list of overlaps.

**A:** Yes. Suppose that both programs start from the same two orbital sets and give the same list, and that all its entries are positive. Where an overlap occurs once, compare the orbitals directly, up to a phase. Where an overlap is repeated, compare, within each of the two sets, the space spanned by the whole group.
